# For free Ising spins in even cells, the absolute-magnetization estimator tends to a fraction 1 − 2/π of the true susceptibility

A Monte Carlo run of an Ising magnet on a finite cell is often continued from the ordered phase to temperatures above the transition. In the ordered phase the cell occasionally reverses its total magnetization $M$, so that $\langle M\rangle$ averages to zero, and the fluctuation formula is then commonly evaluated with $\langle|M|\rangle$ in place of $\langle M\rangle$:

$$\frac{\langle M^2\rangle-\langle|M|\rangle^2}{N}\qquad\text{instead of}\qquad\frac{\langle M^2\rangle}{N},$$

where $N$ is the number of spins. Above the transition, in zero field, $\langle M\rangle$ really is zero, and the second expression is the temperature times the susceptibility per spin, in units where Boltzmann's constant and the magnetic moment of a spin are 1. Does the first approach it as the cell grows?

For non-interacting spins it does not. In cells of $2n$ spins it falls towards $1-2/\pi\approx0.363$, while the correct value is 1 at every size.

In Lean 4 with Mathlib:

```lean
import Mathlib

open Filter Topology

namespace ParamagnetAbsEstimator

noncomputable section
```

## Free spins and two estimators

Each spin is $+1$ or $-1$, encoded by a Boolean.

```lean
/-- The value `+1` or `-1` of an Ising spin that points up (`true`) or down (`false`). -/
def spin (b : Bool) : ℤ := if b then 1 else -1
```

A configuration $\sigma$ assigns a Boolean to each of the $N$ sites, and $M=\sum_i s_i$ is an integer, where $s_i$ is the value of spin $i$.

```lean
/-- The total magnetization of a configuration of `N` Ising spins. -/
def mag {N : ℕ} (σ : Fin N → Bool) : ℤ := ∑ i, spin (σ i)
```

Without coupling or field, all $2^N$ configurations have the same Boltzmann weight at any temperature. The thermal average is therefore a uniform average, taken exactly and free of sampling noise.

```lean
/-- The average of an observable in the ideal paramagnet: all `2 ^ N` configurations
are equally likely. -/
def avg {N : ℕ} (A : (Fin N → Bool) → ℝ) : ℝ := (∑ σ, A σ) / 2 ^ N
```

The name `susceptibility` stands for temperature times susceptibility per spin, with Boltzmann's constant and the magnetic moment set to 1. In these units Curie's law reads $\langle M^2\rangle/N=1$.

```lean
/-- The susceptibility per spin times temperature, `⟨M²⟩ / N`, for `N ≥ 1` spins. -/
def susceptibility (N : ℕ) : ℝ :=
  avg (fun σ : Fin N → Bool => (mag σ : ℝ) ^ 2) / N
```

The competing estimator subtracts $\langle|M|\rangle^2$.

```lean
/-- The absolute-value estimator `(⟨M²⟩ - ⟨|M|⟩²) / N` of the same quantity,
for `N ≥ 1` spins. -/
def absEstimator (N : ℕ) : ℝ :=
  (avg (fun σ : Fin N → Bool => (mag σ : ℝ) ^ 2)
    - avg (fun σ : Fin N → Bool => |(mag σ : ℝ)|) ^ 2) / N
```

## Adding one spin

A new free spin is up or down with probability $\tfrac12$, independently of the others. For any function $g$ of the magnetization,

$$\langle g(M)\rangle_{N+1}=\Big\langle\tfrac12\big[g(M+1)+g(M-1)\big]\Big\rangle_N .$$

```lean
/-- Adding one free spin shifts the magnetization by `+1` or `-1` with equal weight. -/
theorem avg_add_spin (N : ℕ) (g : ℤ → ℝ) :
    avg (fun σ : Fin (N + 1) → Bool => g (mag σ))
      = avg (fun σ : Fin N → Bool => (g (mag σ + 1) + g (mag σ - 1)) / 2) := by
  have key : ∀ (b : Bool) (σ : Fin N → Bool),
      mag (Fin.cons b σ : Fin (N + 1) → Bool) = spin b + mag σ := by
    intro b σ
    simp [mag, Fin.sum_univ_succ]
  have ht : spin true = 1 := by simp [spin]
  have hf : spin false = -1 := by simp [spin]
  -- split the sum according to the state of the new spin
  have h : ∑ σ : Fin (N + 1) → Bool, g (mag σ)
      = ∑ σ : Fin N → Bool, g (mag σ + 1) + ∑ σ : Fin N → Bool, g (mag σ - 1) := by
    rw [← (Fin.consEquiv (fun _ : Fin (N + 1) => Bool)).sum_comp,
      Fintype.sum_prod_type, Fintype.sum_bool]
    congr 1
    · refine Finset.sum_congr rfl fun σ _ => ?_
      change g (mag (Fin.cons true σ : Fin (N + 1) → Bool)) = _
      rw [key, ht, add_comm (1 : ℤ)]
    · refine Finset.sum_congr rfl fun σ _ => ?_
      change g (mag (Fin.cons false σ : Fin (N + 1) → Bool)) = _
      rw [key, hf, neg_add_eq_sub]
  simp only [avg]
  rw [h, ← Finset.sum_div, Finset.sum_add_distrib, pow_succ]
  ring
```

The device behind this step is `Fin.consEquiv`, Mathlib's bijection between pairs (first entry, remaining entries) and functions on `Fin (N + 1)`. Its `sum_comp` rewrites the sum over configurations of $N+1$ spins as a sum over pairs, `Fintype.sum_prod_type` makes that a double sum, and `Fintype.sum_bool` writes out the two states of the new spin. The local fact `key` says that the magnetization of the joined configuration is the new spin plus the old magnetization. All later averages rest on this splitting.

## The binomial law and the weight of zero magnetization

With $i$ spins up and $N-i$ down, $M=i-(N-i)$, and

$$\langle g(M)\rangle_N=\frac1{2^N}\sum_{i=0}^{N}\binom Ni\,g\big(i-(N-i)\big).$$

For $N=0$ both sides are $g(0)$. For the induction step, apply the formula for $N$ to the function $m\mapsto\tfrac12[g(m+1)+g(m-1)]$. Pascal's rule, $\binom{N+1}{i}=\binom N{i-1}+\binom Ni$, then collects the terms into the formula for $N+1$. Since the function changes along the way, the induction is run for all $g$ at once (`generalizing g`).

```lean
/-- The magnetization is binomially distributed: `i` spins up and `N - i` spins down
occur with weight `N.choose i / 2 ^ N`. -/
theorem avg_binomial (N : ℕ) (g : ℤ → ℝ) :
    avg (fun σ : Fin N → Bool => g (mag σ))
      = (∑ i ∈ Finset.range (N + 1),
          (N.choose i : ℝ) * g ((i : ℤ) - ((N - i : ℕ) : ℤ))) / 2 ^ N := by
  induction N generalizing g with
  | zero => simp [avg, mag]
  | succ N ih =>
    refine (avg_add_spin N g).trans
      ((ih (fun m => (g (m + 1) + g (m - 1)) / 2)).trans ?_)
    -- Pascal's rule
    have e : ∑ i ∈ Finset.range (N + 1 + 1),
        ((N + 1).choose i : ℝ) * g ((i : ℤ) - ((N + 1 - i : ℕ) : ℤ))
        = ∑ i ∈ Finset.range (N + 1), (N.choose i : ℝ) *
          (g ((i : ℤ) - ((N - i : ℕ) : ℤ) + 1) + g ((i : ℤ) - ((N - i : ℕ) : ℤ) - 1)) := by
      refine (Finset.sum_choose_succ_mul
        (fun i j => g ((i : ℤ) - (j : ℤ))) N).trans ?_
      rw [← Finset.sum_add_distrib]
      refine Finset.sum_congr rfl fun i hi => ?_
      have hi' := Finset.mem_range.mp hi
      have a1 : (i : ℤ) - ((N + 1 - i : ℕ) : ℤ) = i - ((N - i : ℕ) : ℤ) - 1 := by omega
      have a2 : ((i + 1 : ℕ) : ℤ) - ((N - i : ℕ) : ℤ) = i - ((N - i : ℕ) : ℤ) + 1 := by
        omega
      simp only [a1, a2]
      ring
    rw [e, pow_succ, mul_comm ((2 : ℝ) ^ N) 2, ← div_div, Finset.sum_div _ _ (2 : ℝ)]
    congr 1
    exact Finset.sum_congr rfl fun i _ => (mul_div_assoc _ _ _).symm
```

Now let $g$ be 1 at $m=0$ and 0 elsewhere. For $N=2n$ only the term $i=n$ survives, so the probability of zero magnetization is

$$p_n=\binom{2n}{n}\frac1{4^n}.$$

```lean
/-- The probability that `2n` free spins have zero magnetization. -/
theorem prob_mag_zero (n : ℕ) :
    avg (fun σ : Fin (2 * n) → Bool => if mag σ = 0 then (1 : ℝ) else 0)
      = ((2 * n).choose n : ℝ) / 4 ^ n := by
  refine (avg_binomial (2 * n) (fun m : ℤ => if m = 0 then (1 : ℝ) else 0)).trans ?_
  have h4 : (2 : ℝ) ^ (2 * n) = 4 ^ n := by rw [pow_mul]; norm_num
  have h0 : (n : ℤ) - ((2 * n - n : ℕ) : ℤ) = 0 := by omega
  rw [Finset.sum_eq_single n]
  · show ((2 * n).choose n : ℝ) *
      (if (n : ℤ) - ((2 * n - n : ℕ) : ℤ) = 0 then (1 : ℝ) else 0) / 2 ^ (2 * n) = _
    rw [if_pos h0, mul_one, h4]
  · intro i hi hne
    have hi' := Finset.mem_range.mp hi
    have h : ¬ ((i : ℤ) - ((2 * n - i : ℕ) : ℤ) = 0) := by omega
    show _ * (if (i : ℤ) - ((2 * n - i : ℕ) : ℤ) = 0 then (1 : ℝ) else 0) = 0
    rw [if_neg h, mul_zero]
  · intro h
    exact absurd (Finset.mem_range.mpr (by omega)) h
```

## The mean absolute magnetization

For an integer $m\neq0$, the numbers $m+1$ and $m-1$ do not lie on opposite sides of zero, so the mean of $|m+1|$ and $|m-1|$ is $|m|$. For $m=0$ the mean is 1. Hence

$$\langle|M|\rangle_{N+1}=\langle|M|\rangle_N+P_N(M=0),$$

where $P_N$ is the probability in a cell of $N$ spins. The proof treats negative, zero and positive $m$ separately.

```lean
/-- Adding a free spin raises `⟨|M|⟩` by the probability that the magnetization was zero. -/
theorem avg_abs_add_spin (N : ℕ) :
    avg (fun σ : Fin (N + 1) → Bool => |(mag σ : ℝ)|)
      = avg (fun σ : Fin N → Bool => |(mag σ : ℝ)|)
        + avg (fun σ : Fin N → Bool => if mag σ = 0 then (1 : ℝ) else 0) := by
  have step : ∀ m : ℤ, (|((m + 1 : ℤ) : ℝ)| + |((m - 1 : ℤ) : ℝ)|) / 2
      = |(m : ℝ)| + if m = 0 then (1 : ℝ) else 0 := by
    intro m
    rcases lt_trichotomy m 0 with h | h | h
    · have h1 : (m : ℝ) ≤ -1 := by exact_mod_cast (by omega : m ≤ -1)
      rw [if_neg h.ne]
      push_cast
      rw [abs_of_nonpos (by linarith : (m : ℝ) + 1 ≤ 0),
        abs_of_nonpos (by linarith : (m : ℝ) - 1 ≤ 0),
        abs_of_nonpos (by linarith : (m : ℝ) ≤ 0)]
      ring
    · subst h
      norm_num
    · have h1 : (1 : ℝ) ≤ m := by exact_mod_cast (by omega : 1 ≤ m)
      rw [if_neg h.ne']
      push_cast
      rw [abs_of_nonneg (by linarith : 0 ≤ (m : ℝ) + 1),
        abs_of_nonneg (by linarith : 0 ≤ (m : ℝ) - 1),
        abs_of_nonneg (by linarith : 0 ≤ (m : ℝ))]
      ring
  refine (avg_add_spin N (fun m => |(m : ℝ)|)).trans ?_
  simp only [avg]
  rw [← add_div, ← Finset.sum_add_distrib]
  congr 1
  exact Finset.sum_congr rfl fun σ _ => step (mag σ)
```

The factorials in $p_n$ give $\binom{2n+2}{n+1}=\frac{2(2n+1)}{n+1}\binom{2n}{n}$, and therefore

$$(2n+2)\,p_{n+1}=(2n+1)\,p_n .$$

```lean
/-- The recurrence in `n` of the weight `(2n choose n) / 4 ^ n`. -/
theorem weight_succ (n : ℕ) :
    ((2 * (n + 1)).choose (n + 1) : ℝ) / 4 ^ (n + 1) * (2 * n + 2)
      = ((2 * n).choose n : ℝ) / 4 ^ n * (2 * n + 1) := by
  have c := Nat.succ_mul_centralBinom_succ n
  rw [Nat.centralBinom_eq_two_mul_choose, Nat.centralBinom_eq_two_mul_choose] at c
  have c' : ((n : ℝ) + 1) * ((2 * (n + 1)).choose (n + 1) : ℝ)
      = 2 * (2 * n + 1) * ((2 * n).choose n : ℝ) := by exact_mod_cast c
  linear_combination (1 / (2 * 4 ^ n)) * c'
```

Suppose $\langle|M|\rangle_{2n}=2n\,p_n$, which holds for $n=0$. The next spin adds $p_n$. The one after that adds nothing, because an odd number of spins cannot sum to zero. So

$$\langle|M|\rangle_{2n+2}=(2n+1)\,p_n=(2n+2)\,p_{n+1},$$

which is the same formula one step on. In the code, `odd` is the parity statement, and the last line closes the induction with the recurrence.

```lean
/-- The mean absolute magnetization of `2n` free spins is `2n (2n choose n) / 4 ^ n`. -/
theorem avg_abs_mag (n : ℕ) :
    avg (fun σ : Fin (2 * n) → Bool => |(mag σ : ℝ)|)
      = 2 * n * ((2 * n).choose n : ℝ) / 4 ^ n := by
  induction n with
  | zero =>
    show avg (fun σ : Fin 0 → Bool => |(mag σ : ℝ)|) = _
    simp [avg, mag]
  | succ n ih =>
    -- an odd number of spins never has zero magnetization
    have odd : avg (fun σ : Fin (2 * n + 1) → Bool =>
        if mag σ = 0 then (1 : ℝ) else 0) = 0 := by
      refine (avg_binomial (2 * n + 1)
        (fun m : ℤ => if m = 0 then (1 : ℝ) else 0)).trans ?_
      rw [Finset.sum_eq_zero, zero_div]
      intro i hi
      have hi' := Finset.mem_range.mp hi
      have h : ¬ ((i : ℤ) - ((2 * n + 1 - i : ℕ) : ℤ) = 0) := by omega
      show _ * (if (i : ℤ) - ((2 * n + 1 - i : ℕ) : ℤ) = 0 then (1 : ℝ) else 0) = 0
      rw [if_neg h, mul_zero]
    refine (avg_abs_add_spin (2 * n + 1)).trans ?_
    rw [odd, avg_abs_add_spin, ih, prob_mag_zero]
    push_cast
    linear_combination -(weight_succ n)
```

## The mean square and the closed form

Since $\tfrac12[(m+1)^2+(m-1)^2]=m^2+1$, each added spin raises $\langle M^2\rangle$ by 1, and $\langle M^2\rangle_N=N$.

```lean
/-- The mean square magnetization of `N` free spins is `N`. -/
theorem avg_sq_mag (N : ℕ) :
    avg (fun σ : Fin N → Bool => (mag σ : ℝ) ^ 2) = N := by
  induction N with
  | zero => simp [avg, mag]
  | succ N ih =>
    have h1 : ∀ σ : Fin N → Bool,
        (((mag σ + 1 : ℤ) : ℝ) ^ 2 + ((mag σ - 1 : ℤ) : ℝ) ^ 2) / 2
          = (mag σ : ℝ) ^ 2 + 1 := by
      intro σ
      push_cast
      ring
    have e : avg (fun σ : Fin N → Bool =>
        (((mag σ + 1 : ℤ) : ℝ) ^ 2 + ((mag σ - 1 : ℤ) : ℝ) ^ 2) / 2)
        = avg (fun σ : Fin N → Bool => (mag σ : ℝ) ^ 2) + 1 := by
      simp only [avg, h1, Finset.sum_add_distrib, add_div]
      simp
    refine (avg_add_spin N (fun m => (m : ℝ) ^ 2)).trans (e.trans ?_)
    rw [ih]
    simp
```

Inserting both averages for $N=2n$ gives

$$\frac{2n-(2n\,p_n)^2}{2n}=1-2n\,p_n^2 .$$

The hypothesis $n\ge1$ excludes the empty cell, where the estimator would divide by zero.

```lean
/-- The absolute-value estimator in a cell of `2n` spins, `n ≥ 1`, in closed form. -/
theorem absEstimator_eq (n : ℕ) (hn : 1 ≤ n) :
    absEstimator (2 * n) = 1 - 2 * n * (((2 * n).choose n : ℝ) / 4 ^ n) ^ 2 := by
  have h : (0 : ℝ) < n := by exact_mod_cast hn
  rw [absEstimator, avg_sq_mag, avg_abs_mag]
  push_cast
  rw [div_eq_iff (by positivity : (2 * (n : ℝ)) ≠ 0)]
  ring
```

## The bias grows with the even cell

The deficit is $2n\,p_n^2$. By the recurrence, the deficit of the next even cell is

$$(2n+2)\,p_{n+1}^2=\frac{(2n+1)^2}{2n+2}\,p_n^2>2n\,p_n^2,$$

because $(2n+1)^2=2n(2n+2)+1$. The estimator starts at $1/2$ for two spins and strictly decreases with each added pair. In the proof, `r2` is the squared recurrence, and `nlinarith` derives the inequality after multiplication by $2n+2$.

```lean
/-- The absolute-value estimator strictly decreases when a cell of `2n` spins, `n ≥ 1`,
is enlarged by two spins. -/
theorem absEstimator_decreasing (n : ℕ) (hn : 1 ≤ n) :
    absEstimator (2 * (n + 1)) < absEstimator (2 * n) := by
  have r := weight_succ n
  have hp : (0 : ℝ) < ((2 * n).choose n : ℝ) / 4 ^ n := by
    have : 0 < (2 * n).choose n := Nat.choose_pos (by omega)
    positivity
  rw [absEstimator_eq n hn, absEstimator_eq (n + 1) (by omega)]
  generalize ((2 * n).choose n : ℝ) / 4 ^ n = p at *
  generalize ((2 * (n + 1)).choose (n + 1) : ℝ) / 4 ^ (n + 1) = q at *
  push_cast
  have hp2 : 0 < p ^ 2 := by positivity
  have r2 : (q * (2 * n + 2)) ^ 2 = (p * (2 * n + 1)) ^ 2 := by rw [r]
  have h : 2 * n * p ^ 2 * (2 * n + 2) < 2 * (n + 1) * q ^ 2 * (2 * n + 2) := by
    nlinarith [r2, hp2]
  have h' := lt_of_mul_lt_mul_right h (by positivity)
  linarith
```

## The limit from Wallis' product

Let $W_n=\prod_{k=1}^{n}\frac{(2k)^2}{(2k-1)(2k+1)}$, with $W_0=1$; Wallis' formula says that $W_n\to\pi/2$. Then

$$p_n^2\,(2n+1)\,W_n=1 .$$

This holds for $n=0$. In passing from $n$ to $n+1$, $p_n^2$ gains the factor $\frac{(2n+1)^2}{(2n+2)^2}$, the middle factor gains $\frac{2n+3}{2n+1}$, and $W_n$ gains $\frac{(2n+2)^2}{(2n+1)(2n+3)}$. The three multiply to 1. Consequently, for $n\ge1$,

$$1-2n\,p_n^2=1-\frac1{W_n}\Big(1-\frac1{2n+1}\Big)\longrightarrow1-\frac2\pi .$$

The theorem states this limit along cells of $2n$ spins, together with `susceptibility N = 1` for every $N\ge1$, even or odd. In the proof, `w` is the product identity and `hl` the limit of the rewritten expression. The limit then carries over to the estimator, since the two agree from $n=1$ on.

```lean
/-- In the ideal paramagnet the absolute-value estimator on cells of `2n` spins tends to
`1 - 2/π` as the cell grows, while `⟨M²⟩ / N` equals `1` for every `N ≥ 1`. -/
theorem absEstimator_tendsto :
    Tendsto (fun n : ℕ => absEstimator (2 * n)) atTop (𝓝 (1 - 2 / Real.pi))
      ∧ ∀ N : ℕ, 1 ≤ N → susceptibility N = 1 := by
  -- the squared weight is the reciprocal of Wallis' product, up to a factor 2n + 1
  have w : ∀ n : ℕ, (((2 * n).choose n : ℝ) / 4 ^ n) ^ 2 * (2 * n + 1)
      * Real.Wallis.W n = 1 := by
    intro n
    induction n with
    | zero => simp [Real.Wallis.W]
    | succ n ih =>
      have r := weight_succ n
      rw [Real.Wallis.W_succ]
      generalize ((2 * n).choose n : ℝ) / 4 ^ n = p at *
      generalize ((2 * (n + 1)).choose (n + 1) : ℝ) / 4 ^ (n + 1) = q at *
      push_cast
      rw [div_mul_div_comm, ← mul_div_assoc, ← mul_div_assoc,
        div_eq_iff (by positivity : ((2 * (n : ℝ) + 1) * (2 * n + 3)) ≠ 0)]
      linear_combination (2 * (n : ℝ) + 3) * Real.Wallis.W n
        * (q * (2 * n + 2) + p * (2 * n + 1)) * r + (2 * (n : ℝ) + 1) * (2 * n + 3) * ih
  have hk : Tendsto (fun n : ℕ => 2 * n) atTop atTop :=
    tendsto_atTop_mono (fun n => by show n ≤ 2 * n; omega) tendsto_id
  have h2 : Tendsto (fun n : ℕ => 1 / (((2 * n : ℕ) : ℝ) + 1)) atTop (𝓝 0) :=
    (tendsto_one_div_add_atTop_nhds_zero_nat (𝕜 := ℝ)).comp hk
  have hl : Tendsto (fun n : ℕ => 1 - (Real.Wallis.W n)⁻¹
      * (1 - 1 / (((2 * n : ℕ) : ℝ) + 1))) atTop (𝓝 (1 - 2 / Real.pi)) := by
    have h := (tendsto_const_nhds (x := (1 : ℝ))).sub
      ((Real.Wallis.tendsto_W_nhds_pi_div_two.inv₀
        (by positivity : Real.pi / 2 ≠ 0)).mul
        ((tendsto_const_nhds (x := (1 : ℝ))).sub h2))
    have hv : 1 - (Real.pi / 2)⁻¹ * (1 - 0) = 1 - 2 / Real.pi := by
      rw [inv_div]
      ring
    rw [hv] at h
    exact h
  refine ⟨hl.congr' ?_, ?_⟩
  · filter_upwards [eventually_ge_atTop 1] with n hn
    have hc : (2 * (n : ℝ) + 1) * (1 / (2 * n + 1)) = 1 :=
      mul_one_div_cancel (by positivity)
    rw [absEstimator_eq n hn, inv_eq_of_mul_eq_one_left (w n)]
    push_cast
    linear_combination (((2 * n).choose n : ℝ) / 4 ^ n) ^ 2 * hc
  · intro N hN
    have h : (N : ℝ) ≠ 0 := by exact_mod_cast (by omega : N ≠ 0)
    rw [susceptibility, avg_sq_mag, div_self h]

end

end ParamagnetAbsEstimator
```

```lean
#print axioms ParamagnetAbsEstimator.absEstimator_decreasing
-- 'ParamagnetAbsEstimator.absEstimator_decreasing' depends on axioms: [propext, Classical.choice, Quot.sound]
#print axioms ParamagnetAbsEstimator.absEstimator_tendsto
-- 'ParamagnetAbsEstimator.absEstimator_tendsto' depends on axioms: [propext, Classical.choice, Quot.sound]
```

## Odd cells and interacting magnets

The same argument gives the odd cells. One spin added to $2n$ yields $\langle|M|\rangle_{2n+1}=(2n+1)\,p_n$, so the estimator there is $1-(2n+1)\,p_n^2=1-1/W_n$. It starts at 0 for a single spin and rises to the same limit $1-2/\pi$, so the growth of the bias with size is particular to even cells.

A simulated magnet has couplings, and the step from free spins to that case is an additional physical assumption: well above the transition, a cell much larger than the correlation length should have a nearly Gaussian $M$. A Gaussian of mean zero has $\langle|M|\rangle^2=(2/\pi)\langle M^2\rangle$, which would lower the estimate by the same fraction, about 64 percent. For simulation practice, the free-spin result shows that a larger cell need not remove the bias of the absolute-value estimator in a disordered phase, whereas $\langle M^2\rangle/N$ has no such bias in this model.
